# Spectra under uniform exchange: one mean over the sites replaces a matrix inversion at each point

Spins hop at rate $k>0$ uniformly among $n$ sites with resonance positions $w_j$. At sweep position $x$, the entries of the inverse of their exchange matrix sum to $ns/(1-ks)$, where $s$ is the mean of $1/(k+\mathrm{i}(x-w_j))$, provided that some $w_j\neq x$. I would like to use this for continuous-wave EPR spectra, but the denominator worries me. When the sweep hits one resonance exactly, that site's term in the average $ks$ is $k\cdot 1/k=1$. With no intrinsic linewidth in the model, what keeps $1-ks$ away from zero? And does the formula really spare me an $n\times n$ inversion at each point?

## One damped or off-resonant site keeps the denominator nonzero

A single site with $w_j\ne x$ is enough to keep $1-ks$ from vanishing, and the formula then does spare you the inversion. Both statements remain true if each site $j$ also has an intrinsic width $r_j\ge 0$. The condition is then that some site has $r_j>0$ or $w_j\neq x$. The program below includes the widths and takes $6n+4$ complex operations per point; $n$ of these add the widths and could be dropped when all widths are zero.

Write $\mathrm{i}$ for the imaginary unit and $i,j,l$ for sites. Let

$$d_j=k+r_j+\mathrm{i}(x-w_j),\qquad M=\mathrm{diag}(d)-\frac kn J,\qquad s=\frac1n\sum_j\frac1{d_j},$$

with $J$ the matrix of ones. A spin leaves its site at rate $k$ and lands on any of the $n$ sites with equal probability, its old one included. In the steady state of a weakly driven spin system with equal populations, the transverse magnetisations solve a linear system with matrix $M$ and a uniform source. The total complex signal is therefore proportional to the entry sum of $M^{-1}$. The real part of this sum gives the absorption, and a continuous-wave EPR spectrometer usually records the derivative of the absorption with respect to the field.

**The denominator.** The term of site $j$ in the average $ks$ has real part

$$\operatorname{Re}\frac{k}{d_j}=\frac{k(k+r_j)}{(k+r_j)^2+(x-w_j)^2}\le 1,$$

because the denominator exceeds the numerator by $r_j(k+r_j)+(x-w_j)^2\ge0$. This excess is positive if the site is damped or off resonance. An undamped site that you hit exactly does give the term 1, but no term has a larger real part, and at least one has a smaller one. Averaging gives $\operatorname{Re}(ks)<1$, hence $ks\neq1$.

**The inverse.** Put $c=k/n$ and $q=1-c\sum_l 1/d_l=1-ks$, and try

$$B_{ij}=\frac{\delta_{ij}}{d_i}+\frac{c}{d_i d_j q}.$$

Column $j$ sums to

$$\sum_i B_{ij}=\frac1{d_j}\Bigl(1+\frac{1-q}{q}\Bigr)=\frac1{d_jq}.$$

Therefore

$$(MB)_{ij}=d_iB_{ij}-c\sum_l B_{lj}=\delta_{ij}+\frac{c}{d_jq}-\frac{c}{d_jq}=\delta_{ij}.$$

So $B=M^{-1}$, and adding the column sums gives

$$\sum_{i,j}(M^{-1})_{ij}=\frac1q\sum_j\frac1{d_j}=\frac{ns}{1-ks}.$$

For $n=1$ this is $1/(d_1-k)=1/(r_1+\mathrm{i}(x-w_1))$: hopping back to the only site changes nothing.

**The singular case.** If every site is undamped and on resonance, all $d_j$ equal $k$, and $MJ=kJ-\frac kn\,nJ=0$. Since $J\neq0$ for $n\ge1$, $M$ is singular.

The condition $k>0$ matters too. Take $k=0$, $n=2$, no widths, $w_1=x$ and $w_2\ne x$. Then $M=\mathrm{diag}(0,\mathrm{i}(x-w_2))$ is singular although one site is off resonance, so $k\ge0$ would not be enough.

## What the Lean statements say

`siteRate k x r w j` is $d_j$, `exchangeMatrix` is $M$, and `meanResponse` is $s$. Sites are labelled by `Fin n`. The parameters $k,x,r_j,w_j$ are real and share one unit of angular frequency, while the matrix is complex. With $k$ in s$^{-1}$, positions given in hertz must first be multiplied by $2\pi$. The width $r_j$ stands for transverse relaxation at site $j$; it is a given parameter, as is $k$.

- `exchange_spectrum` assumes $k>0$, all $r_j\ge0$, and a site with $r_j>0$ or $w_j\ne x$. It concludes that $M$ is invertible (`IsUnit`) and that the entry sum is $ns/(1-ks)$. Invertibility is stated separately because Lean's `⁻¹` also assigns a value to a singular matrix.
- `isUnit_exchangeMatrix_iff` says that for $n\ge1$, $k>0$ and nonnegative widths, the condition on the sites is also necessary.
- `undamped_spectrum` is your case, $r_j=0$, with $M$ and $s$ written out in full.
- `spectrumProgram_linear` says that, under the assumptions of `exchange_spectrum`, the program returns the entry sum of the true inverse and that its counter reads $6n+4$.

The counter belongs to a simple cost model. A `Counted` value is a complex number paired with an operation count, `op` adds one for each binary operation, and `free` supplies inputs and stored values at no cost. These definitions do not themselves prevent cheating, so the program has to be read: it uses only the four arithmetic operations, and applies `free` only to inputs, constants and the stored sum. Rounding, memory traffic and the differing costs of addition and division are left out.

For simulation practice, this means that a spectrum of finitely many equally populated sites with uniform exchange, in linear response, can be computed point by point without building the matrix. Unequal populations or site-dependent hopping rates would need a different matrix or source. The link from the entry sum to the measured signal is the physical modelling described above, and the theorems start from the matrix.

```lean
import Mathlib

open Matrix

namespace UniformExchangeSpectrum

noncomputable section

variable {n : ℕ}

/-- The diagonal coefficient `k + r j + i (x - w j)` of site `j`, with exchange rate `k`,
width `r j`, resonance position `w j` and sweep position `x`. -/
def siteRate (k x : ℝ) (r w : Fin n → ℝ) (j : Fin n) : ℂ :=
  (k : ℂ) + ((r j : ℂ) + Complex.I * ((x : ℂ) - (w j : ℂ)))

/-- The matrix `J` whose entries are all one. -/
def allOnes (n : ℕ) : Matrix (Fin n) (Fin n) ℂ := Matrix.of fun _ _ => 1

/-- The matrix of the exchange-coupled spectrum: site coefficients on the diagonal, minus
uniform transfer `k / n` between all sites, for `n ≥ 1`. -/
def exchangeMatrix (k x : ℝ) (r w : Fin n → ℝ) : Matrix (Fin n) (Fin n) ℂ :=
  Matrix.diagonal (siteRate k x r w) - ((k : ℂ) / (n : ℂ)) • allOnes n

/-- The mean `s` of the reciprocal site coefficients, for `n ≥ 1` and nonzero coefficients. -/
def meanResponse (k x : ℝ) (r w : Fin n → ℝ) : ℂ :=
  (∑ j, 1 / siteRate k x r w j) / (n : ℂ)

/-- The rank-one-update formula for the inverse of `diag d - c J`, for nonzero `d j` and
`c ∑ 1 / d j ≠ 1`. -/
def updatedInverse (d : Fin n → ℂ) (c : ℂ) : Matrix (Fin n) (Fin n) ℂ :=
  Matrix.of fun i j => (if i = j then (d i)⁻¹ else 0)
    + c * (d i)⁻¹ * (d j)⁻¹ / (1 - c * ∑ l, (d l)⁻¹)

/-- For `k > 0` and a nonnegative width, the real part of `k` over the site coefficient is at
most one, and it is less than one if the site is damped or off resonance. -/
theorem site_share_le_one {k x : ℝ} {r w : Fin n → ℝ} (hk : 0 < k) (j : Fin n)
    (hr : 0 ≤ r j) :
    ((k : ℂ) * (siteRate k x r w j)⁻¹).re ≤ 1 ∧
      (0 < r j ∨ w j ≠ x → ((k : ℂ) * (siteRate k x r w j)⁻¹).re < 1) := by
  have hre : (siteRate k x r w j).re = k + r j := by simp [siteRate]
  have him : (siteRate k x r w j).im = x - w j := by simp [siteRate]
  have hp : 0 < k + r j := by linarith
  have hden : 0 < (k + r j) * (k + r j) + (x - w j) * (x - w j) :=
    add_pos_of_pos_of_nonneg (mul_pos hp hp) (mul_self_nonneg _)
  have h1 : 0 ≤ r j * (k + r j) := mul_nonneg hr hp.le
  have h2 : 0 ≤ (x - w j) * (x - w j) := mul_self_nonneg _
  rw [Complex.re_ofReal_mul, Complex.inv_re, Complex.normSq_apply, hre, him,
    ← mul_div_assoc]
  refine ⟨?_, fun h => ?_⟩
  · rw [div_le_one hden]
    linarith [add_mul k (r j) (k + r j)]
  · rw [div_lt_one hden]
    rcases h with h | h
    · linarith [add_mul k (r j) (k + r j), mul_pos h hp]
    · have h3 : 0 < (x - w j) * (x - w j) :=
        mul_self_pos.mpr (sub_ne_zero.mpr (Ne.symm h))
      linarith [add_mul k (r j) (k + r j)]

/-- For `k > 0` and nonnegative widths, the denominator `1 - k s` does not vanish if some site
is damped or off resonance. -/
theorem one_sub_ne_zero {k x : ℝ} {r w : Fin n → ℝ} (hk : 0 < k) (hr : ∀ j, 0 ≤ r j)
    (h : ∃ j, 0 < r j ∨ w j ≠ x) : 1 - (k : ℂ) * meanResponse k x r w ≠ 0 := by
  obtain ⟨j, hj⟩ := h
  have hn : (n : ℂ) ≠ 0 := Nat.cast_ne_zero.mpr (by have := j.isLt; omega)
  intro h0
  have h1 : (k : ℂ) * ∑ l, (siteRate k x r w l)⁻¹ = n := by
    have h2 := (sub_eq_zero.mp h0).symm
    simp only [meanResponse, one_div] at h2
    rw [← mul_div_assoc, div_eq_iff hn, one_mul] at h2
    exact h2
  -- the real parts add up to strictly less than the number of sites
  have hlt : ∑ l, ((k : ℂ) * (siteRate k x r w l)⁻¹).re < ∑ _l : Fin n, (1 : ℝ) :=
    Finset.sum_lt_sum (fun l _ => (site_share_le_one hk l (hr l)).1)
      ⟨j, Finset.mem_univ j, (site_share_le_one hk j (hr j)).2 hj⟩
  rw [← Complex.re_sum, ← Finset.mul_sum, h1] at hlt
  simp at hlt

/-- If `c ∑ 1 / d l ≠ 1`, column `j` of the updated inverse sums to `1 / d j` divided by
`1 - c ∑ 1 / d l`. -/
theorem updatedInverse_column_sum (d : Fin n → ℂ) (c : ℂ)
    (hq : 1 - c * ∑ l, (d l)⁻¹ ≠ 0) (j : Fin n) :
    ∑ i, updatedInverse d c i j = (d j)⁻¹ / (1 - c * ∑ l, (d l)⁻¹) := by
  simp only [updatedInverse, Matrix.of_apply]
  rw [Finset.sum_add_distrib, ← Finset.sum_div, ← Finset.sum_mul, ← Finset.mul_sum]
  simp only [Finset.sum_ite_eq', Finset.mem_univ, if_true]
  rw [eq_div_iff hq, add_mul, div_mul_cancel₀ _ hq]
  ring

/-- For nonzero `d j` and `c ∑ 1 / d j ≠ 1`, the updated inverse is a right inverse of
`diag d - c J`. -/
theorem mul_updatedInverse (d : Fin n → ℂ) (c : ℂ) (hd : ∀ j, d j ≠ 0)
    (hq : 1 - c * ∑ l, (d l)⁻¹ ≠ 0) :
    (Matrix.diagonal d - c • allOnes n) * updatedInverse d c = 1 := by
  ext i j
  rw [Matrix.sub_mul, Matrix.sub_apply, Matrix.diagonal_mul, Matrix.smul_mul,
    Matrix.smul_apply, Matrix.mul_apply]
  simp only [allOnes, Matrix.of_apply, one_mul, smul_eq_mul]
  rw [updatedInverse_column_sum d c hq j]
  simp only [updatedInverse, Matrix.of_apply, Matrix.one_apply]
  have h1 : d i * (d i)⁻¹ = 1 := mul_inv_cancel₀ (hd i)
  generalize 1 - c * ∑ l, (d l)⁻¹ = q
  split_ifs with h
  · linear_combination (1 + c * (d j)⁻¹ / q) * h1
  · linear_combination (c * (d j)⁻¹ / q) * h1

/-- For `k > 0`, nonnegative widths and some site damped or off resonance, the exchange matrix
is invertible and the entries of its inverse sum to `n s / (1 - k s)`. -/
theorem exchange_spectrum {k x : ℝ} {r w : Fin n → ℝ} (hk : 0 < k) (hr : ∀ j, 0 ≤ r j)
    (h : ∃ j, 0 < r j ∨ w j ≠ x) :
    IsUnit (exchangeMatrix k x r w) ∧
      ∑ i, ∑ j, (exchangeMatrix k x r w)⁻¹ i j =
        n * meanResponse k x r w / (1 - k * meanResponse k x r w) := by
  have hd : ∀ j, siteRate k x r w j ≠ 0 := by
    intro j h0
    have h1 : (siteRate k x r w j).re = k + r j := by simp [siteRate]
    rw [h0, Complex.zero_re] at h1
    linarith [hr j]
  have hn : (n : ℂ) ≠ 0 := by
    obtain ⟨j, _⟩ := h
    exact Nat.cast_ne_zero.mpr (by have := j.isLt; omega)
  have e1 : (n : ℂ) * meanResponse k x r w = ∑ l, (siteRate k x r w l)⁻¹ := by
    simp only [meanResponse, one_div]
    exact mul_div_cancel₀ _ hn
  have e2 : (k : ℂ) * meanResponse k x r w
      = (k : ℂ) / n * ∑ l, (siteRate k x r w l)⁻¹ := by
    simp only [meanResponse, one_div]
    ring
  have hq := one_sub_ne_zero hk hr h
  rw [e2] at hq
  have hM : exchangeMatrix k x r w * updatedInverse (siteRate k x r w) ((k : ℂ) / n) = 1 :=
    mul_updatedInverse _ _ hd hq
  refine ⟨⟨⟨_, _, hM, mul_eq_one_comm.mp hM⟩, rfl⟩, ?_⟩
  -- add up the columns of the explicit inverse
  rw [Matrix.inv_eq_right_inv hM, e1, e2, Finset.sum_div]
  refine Finset.sum_comm.trans ?_
  exact Finset.sum_congr rfl fun j _ => updatedInverse_column_sum _ _ hq j

/-- For at least one site, `k > 0` and nonnegative widths, the exchange matrix is invertible
exactly when some site is damped or off resonance. -/
theorem isUnit_exchangeMatrix_iff {k x : ℝ} {r w : Fin n → ℝ} (hn : 0 < n) (hk : 0 < k)
    (hr : ∀ j, 0 ≤ r j) :
    IsUnit (exchangeMatrix k x r w) ↔ ∃ j, 0 < r j ∨ w j ≠ x := by
  refine ⟨fun hM => ?_, fun h => (exchange_spectrum hk hr h).1⟩
  by_contra h
  have hn0 : (n : ℂ) ≠ 0 := Nat.cast_ne_zero.mpr hn.ne'
  have hd : ∀ j, siteRate k x r w j = k := by
    intro j
    have h1 : r j = 0 := le_antisymm (not_lt.mp fun a => h ⟨j, Or.inl a⟩) (hr j)
    have h2 : w j = x := by_contra fun a => h ⟨j, Or.inr a⟩
    simp [siteRate, h1, h2]
  -- gain and loss balance on the uniform distribution
  have h0 : exchangeMatrix k x r w * allOnes n = 0 := by
    ext i j
    rw [exchangeMatrix, Matrix.sub_mul, Matrix.sub_apply, Matrix.diagonal_mul,
      Matrix.smul_mul, Matrix.smul_apply, Matrix.mul_apply, hd]
    simp only [allOnes, Matrix.of_apply, mul_one, Finset.sum_const, Finset.card_univ,
      Fintype.card_fin, nsmul_eq_mul, smul_eq_mul, Matrix.zero_apply]
    rw [div_mul_cancel₀ _ hn0, sub_self]
  have h1 := congrFun (congrFun (hM.mul_right_eq_zero.mp h0) ⟨0, hn⟩) ⟨0, hn⟩
  simp [allOnes] at h1

/-- Without intrinsic width, for `k > 0` and some `w j ≠ x`, the matrix
`diag (k + i (x - w j)) - (k / n) J` is invertible and its inverse has entry sum
`n s / (1 - k s)`, with `s` the mean of `1 / (k + i (x - w j))`. -/
theorem undamped_spectrum {k x : ℝ} {w : Fin n → ℝ} (hk : 0 < k) (hw : ∃ j, w j ≠ x)
    (M : Matrix (Fin n) (Fin n) ℂ) (s : ℂ)
    (hM : M = Matrix.diagonal (fun j => (k : ℂ) + Complex.I * ((x : ℂ) - (w j : ℂ)))
      - ((k : ℂ) / (n : ℂ)) • allOnes n)
    (hs : s = (∑ j, 1 / ((k : ℂ) + Complex.I * ((x : ℂ) - (w j : ℂ)))) / (n : ℂ)) :
    IsUnit M ∧ ∑ i, ∑ j, M⁻¹ i j = n * s / (1 - k * s) := by
  have e : siteRate k x (fun _ => 0) w
      = fun j => (k : ℂ) + Complex.I * ((x : ℂ) - (w j : ℂ)) := by
    funext j
    simp [siteRate]
  have h1 : M = exchangeMatrix k x (fun _ => 0) w := by rw [hM, exchangeMatrix, e]
  have h2 : s = meanResponse k x (fun _ => 0) w := by rw [hs, meanResponse, e]
  rw [h1, h2]
  exact exchange_spectrum hk (fun _ => le_rfl) (hw.imp fun _ => Or.inr)

/-- A complex value together with the number of arithmetic operations spent on it. -/
abbrev Counted := ℂ × ℕ

/-- An input or stored value, available at no cost. -/
def free (z : ℂ) : Counted := (z, 0)

/-- A binary operation on counted values, which costs one unit. -/
def op (f : ℂ → ℂ → ℂ) (a b : Counted) : Counted := (f a.1 b.1, a.2 + b.2 + 1)

/-- Counted summation of `n` terms, one addition per term. -/
def total : (n : ℕ) → (Fin n → Counted) → Counted
  | 0, _ => free 0
  | n + 1, c => op (· + ·) (c 0) (total n fun j => c j.succ)

/-- The program for one spectral point: it sums the reciprocal site coefficients to `S`, stores
`S`, and returns `S / (1 - (k / n) S)`, for `n ≥ 1` and nonzero denominators. -/
def spectrumProgram (k x : ℝ) (r w : Fin n → ℝ) : Counted :=
  let S := total n fun j => op (· / ·) (free 1) (op (· + ·) (free k)
    (op (· + ·) (free (r j)) (op (· * ·) (free Complex.I) (op (· - ·) (free x) (free (w j))))))
  op (· / ·) S (op (· - ·) (free 1) (op (· * ·) (op (· / ·) (free k) (free n)) (free S.1)))

/-- Counted summation returns the sum of the values, at the cost of the terms plus `n`. -/
theorem total_eq (n : ℕ) (c : Fin n → Counted) :
    total n c = (∑ j, (c j).1, ∑ j, (c j).2 + n) := by
  induction n with
  | zero => simp [total, free]
  | succ n ih =>
    rw [total, ih, Fin.sum_univ_succ, Fin.sum_univ_succ]
    refine Prod.ext rfl ?_
    simp only [op]
    omega

/-- For `k > 0`, nonnegative widths and some site damped or off resonance, the program returns
the entry sum of the inverse exchange matrix after `6 n + 4` operations. -/
theorem spectrumProgram_linear {k x : ℝ} {r w : Fin n → ℝ} (hk : 0 < k)
    (hr : ∀ j, 0 ≤ r j) (h : ∃ j, 0 < r j ∨ w j ≠ x) :
    (spectrumProgram k x r w).1 = ∑ i, ∑ j, (exchangeMatrix k x r w)⁻¹ i j ∧
      (spectrumProgram k x r w).2 = 6 * n + 4 := by
  constructor
  · have hn : (n : ℂ) ≠ 0 := by
      obtain ⟨j, _⟩ := h
      exact Nat.cast_ne_zero.mpr (by have := j.isLt; omega)
    have e1 : (n : ℂ) * meanResponse k x r w = ∑ l, 1 / siteRate k x r w l :=
      mul_div_cancel₀ _ hn
    have e2 : (k : ℂ) * meanResponse k x r w
        = (k : ℂ) / n * ∑ l, 1 / siteRate k x r w l := by
      rw [meanResponse]
      ring
    rw [(exchange_spectrum hk hr h).2, e1, e2]
    simp only [spectrumProgram, total_eq, op, free, siteRate]
  · simp only [spectrumProgram, total_eq, op, free, Finset.sum_const, Finset.card_univ,
      Fintype.card_fin, smul_eq_mul]
    omega

end

end UniformExchangeSpectrum
```

```lean
#print axioms UniformExchangeSpectrum.isUnit_exchangeMatrix_iff
#print axioms UniformExchangeSpectrum.undamped_spectrum
#print axioms UniformExchangeSpectrum.spectrumProgram_linear
```

```
'UniformExchangeSpectrum.isUnit_exchangeMatrix_iff' depends on axioms: [propext, Classical.choice, Quot.sound]
'UniformExchangeSpectrum.undamped_spectrum' depends on axioms: [propext, Classical.choice, Quot.sound]
'UniformExchangeSpectrum.spectrumProgram_linear' depends on axioms: [propext, Classical.choice, Quot.sound]
```

## From the site bound to the operation count

`site_share_le_one` is the bound on $\operatorname{Re}(k/d_j)$. It computes the real and imaginary parts of $d_j$, writes the real part of the inverse as a fraction, and compares numerator with denominator. The strict case splits according to whether the site is damped or off resonance.

`one_sub_ne_zero` argues by contradiction. If $1-ks=0$, then $\sum_l k/d_l=n$. But `Finset.sum_lt_sum` adds the site bounds, one of them strict, and shows that the real part of this sum is less than $n$.

`updatedInverse` is $B$, for general $d$ and $c$. `updatedInverse_column_sum` gives the column sums, and `mul_updatedInverse` uses them to check $MB=1$ entry by entry. After `split_ifs` separates diagonal from off-diagonal entries, `linear_combination` finishes both cases from $d_i\cdot d_i^{-1}=1$.

`exchange_spectrum` first notes that $d_j\neq0$, since its real part is $k+r_j>0$. It then rewrites $ks$ as $\frac kn\sum_l 1/d_l$ and applies the general inverse. For square matrices a right inverse is also a left inverse (`mul_eq_one_comm`), which gives invertibility. `Finset.sum_comm` exchanges the two sums, so that the entries are added column by column.

For the converse, `isUnit_exchangeMatrix_iff` supposes that no site is damped or off resonance, derives $MJ=0$, and cancels the invertible $M$. This would force $J=0$, which the entry at site `0` contradicts. `undamped_spectrum` sets all widths to zero in the general theorem.

For the cost, `total_eq` shows by induction that summing $n$ terms returns their sum and adds $n$ operations. Each term takes five: a subtraction, a multiplication by $\mathrm{i}$, two additions and a division. That makes $6n$ for $S=\sum_j 1/d_j$. The last four form $k/n$, multiply it by the stored $S$, subtract the product from 1, and divide $S$ by the result. `spectrumProgram_linear` combines this count with the value from `exchange_spectrum`.
